# A state of zero spin projection is annihilated by the lowering operator exactly when it is annihilated by the raising operator

In a finite-dimensional complex space, let S⁺ be a matrix whose adjoint S⁻ satisfies [S⁺, S⁻] = 2Sz, in units of ħ. The declaration `lowering_eq_zero_iff` states that if Sz v = 0, then S⁻v = 0 if and only if S⁺v = 0. The vector v need not be normalised and may be zero, and no other spin commutation relation is assumed. The attempt sets m = 0 in the preceding lemma, `norm_sq_lowering`, to get ‖S⁻v‖² = ‖S⁺v‖², and then uses the fact that a vector vanishes exactly when its squared norm does.

The first attempt, which Lean rejects:

```lean
import Mathlib

open Matrix
open scoped ComplexOrder

namespace LoweringEqZeroIff

noncomputable section

variable {n : Type*} [Fintype n]

/-- If `[S⁺, S⁻] = 2 Sz` with `S⁻` the adjoint of `S⁺`, a state with `Sz = m` satisfies
`‖S⁻ v‖² = ‖S⁺ v‖² + 2 m ‖v‖²`. -/
theorem norm_sq_lowering {Sp Sz : Matrix n n ℂ} {v : n → ℂ} {m : ℝ}
    (hpm : Sp * Spᴴ - Spᴴ * Sp = (2 : ℂ) • Sz) (hm : Sz *ᵥ v = (m : ℂ) • v) :
    star (Spᴴ *ᵥ v) ⬝ᵥ (Spᴴ *ᵥ v)
      = star (Sp *ᵥ v) ⬝ᵥ (Sp *ᵥ v) + 2 * (m : ℂ) * (star v ⬝ᵥ v) := by
  -- a squared norm is an expectation value
  have key : ∀ A : Matrix n n ℂ,
      star (A *ᵥ v) ⬝ᵥ (A *ᵥ v) = star v ⬝ᵥ ((Aᴴ * A) *ᵥ v) := by
    intro A
    rw [Matrix.star_mulVec, ← Matrix.dotProduct_mulVec, Matrix.mulVec_mulVec]
  have h : Sp * Spᴴ = (2 : ℂ) • Sz + Spᴴ * Sp := sub_eq_iff_eq_add.mp hpm
  rw [key Spᴴ, key Sp, Matrix.conjTranspose_conjTranspose, h, Matrix.add_mulVec,
    Matrix.smul_mulVec, hm, dotProduct_add, dotProduct_smul, dotProduct_smul,
    smul_eq_mul, smul_eq_mul]
  ring

/-- If `[S⁺, S⁻] = 2 Sz` with `S⁻` the adjoint of `S⁺`, a state with `Sz = 0` is
annihilated by `S⁻` exactly when it is annihilated by `S⁺`. -/
theorem lowering_eq_zero_iff {Sp Sz : Matrix n n ℂ} {v : n → ℂ}
    (hpm : Sp * Spᴴ - Spᴴ * Sp = (2 : ℂ) • Sz) (hm : Sz *ᵥ v = 0) :
    Spᴴ *ᵥ v = 0 ↔ Sp *ᵥ v = 0 := by
  have hn := norm_sq_lowering (m := 0) hpm (by simp [hm])
  rw [Complex.ofReal_zero, mul_zero, zero_mul, add_zero] at hn
  rw [← dotProduct_star_self_eq_zero, hn, dotProduct_star_self_eq_zero]

end

end LoweringEqZeroIff
```

The compiler's answer:

```
Main.lean:34:44: error: unsolved goals
n : Type u_1
inst✝ : Fintype n
Sp Sz : Matrix n n ℂ
v : n → ℂ
hpm : Sp * Spᴴ - Spᴴ * Sp = 2 • Sz
hm : Sz *ᵥ v = 0
⊢ Sz *ᵥ ?m.62 = 0
Main.lean:33:34: error: unsolved goals
n : Type u_1
inst✝ : Fintype n
Sp Sz : Matrix n n ℂ
v : n → ℂ
hpm : Sp * Spᴴ - Spᴴ * Sp = 2 • Sz
hm : Sz *ᵥ v = 0
⊢ Spᴴ *ᵥ v = 0 ↔ Sp *ᵥ v = 0
Main.lean:34:53: warning: This simp argument is unused:
  hm

Hint: Omit it from the simp argument list.
  [apply] simp

Note: This linter can be disabled with `set_option linter.unusedSimpArgs false`
```

Cause. The first error says that `simp` was left with `Sz *ᵥ ?m.62 = 0`, where `?m.62` stands for a vector Lean had not determined. In `norm_sq_lowering` the vector `v` is implicit. The argument `hpm` fixes only the matrices, and `have hn := ...` gives no expected statement from which to read the vector. That left only the argument written `by simp [hm]`, but `simp` does not choose a value for the unknown in order to make `hm` match. Hence the warning that `hm` is unused: it concerns `Sz *ᵥ v`, not `Sz *ᵥ ?m.62`.

The second error reports the theorem's own goal as unproved, with no `hn` in its context; it is a consequence of the failed `have`.

The repair adds `(v := v)`, naming the vector before `simp` runs. The side goal is then `Sz *ᵥ v = ((0 : ℝ) : ℂ) • v`; `simp` reduces the right side to zero and `hm` settles the rest. The later rewrites are unchanged.

The repair, with which the file compiles:

```diff
@@ -32,5 +32,5 @@
     (hpm : Sp * Spᴴ - Spᴴ * Sp = (2 : ℂ) • Sz) (hm : Sz *ᵥ v = 0) :
     Spᴴ *ᵥ v = 0 ↔ Sp *ᵥ v = 0 := by
-  have hn := norm_sq_lowering (m := 0) hpm (by simp [hm])
+  have hn := norm_sq_lowering (v := v) (m := 0) hpm (by simp [hm])
   rw [Complex.ofReal_zero, mul_zero, zero_mul, add_zero] at hn
   rw [← dotProduct_star_self_eq_zero, hn, dotProduct_star_self_eq_zero]
```
